# For fermions with Gaussian mode occupations, the Schwinger vacuum-decay integral exceeds the pair number

A constant electric field creates electron–positron pairs from the vacuum. Let m be the mass, p ≥ 0 the magnitude of the momentum transverse to the field, and f > 0 the magnitude of the charge times the field strength, in natural units (ħ = c = 1). For one spin state, the mean number of pairs created in a mode is

N(p) = exp(−π(m² + p²)/f).

Two quantities follow from N, both integrated over the transverse plane with measure 2πp dp. The first adds up the mean numbers:

pair number = ∫₀^∞ 2πp N(p) dp.

The second concerns the probability that the vacuum survives. A fermion mode holds at most one pair, so it stays empty with probability 1 − N. For independent modes these probabilities multiply, and minus the logarithm of the product is a sum over modes:

vacuum decay = ∫₀^∞ −2πp log(1 − N(p)) dp.

Both names are shorthand. Multiplied by f/(2π)³, the integrals become rates per unit volume and spin state; that factor is left out here.

```lean
import Mathlib

open MeasureTheory Set Filter
open scoped Real Topology

namespace SchwingerPairCreation

noncomputable section

/-- Mean number of pairs created in a mode of transverse momentum `p`, for mass `m` and
field strength `f > 0` (charge times electric field, natural units). -/
def occupation (m f p : ℝ) : ℝ := Real.exp (-(π * (m ^ 2 + p ^ 2) / f))

/-- Pair number: the occupation integrated over the transverse momentum plane, for `f > 0`. -/
def pairNumber (m f : ℝ) : ℝ := ∫ p in Ioi (0 : ℝ), 2 * π * p * occupation m f p

/-- Vacuum decay: `-log (1 - N)` integrated over the transverse momentum plane, where `N` is
the occupation, for `f > 0`. -/
def vacuumDecay (m f : ℝ) : ℝ :=
  ∫ p in Ioi (0 : ℝ), 2 * π * p * (-Real.log (1 - occupation m f p))
```

The decay integral will be expanded in a series. Textbooks number its terms from 1; here n starts at 0, so the term with index n carries the number n + 1.

```lean
/-- The term of Schwinger's series with number `n + 1`, counted from `n = 0`, for `f > 0`. -/
def schwingerTerm (m f : ℝ) (n : ℕ) : ℝ :=
  f * Real.exp (-(((n : ℝ) + 1) * (π * m ^ 2 / f))) / ((n : ℝ) + 1) ^ 2
```

## The Gaussian occupation as input

The formula for N is a definition. Its derivation from the Dirac equation in a constant, uniform field is the step that connects these integrals to real pair creation, and it is taken over from physics. What is proved is how Schwinger's series arises once N is given.

The closed forms below rest on the Gaussian form of N, which gives 2πp N, and likewise 2πp times any positive power of N, an elementary antiderivative. In a field that varies in time, N has another form and the closed expressions change. The pointwise inequality −log(1 − N) > N still holds wherever 0 < N < 1.

The distinction between pair number and vacuum decay matters in simulation. For a constant field without back-reaction, a source term for the mean number of created pairs is built from the pair number, which is the first term of the series, and not from the whole sum.

## Positive transverse momentum: N stays below one

The integrals run over p > 0, written `Ioi 0`. There m² + p² > 0, so for f > 0 the exponent is negative and 0 < N < 1. This is what permits the expansion of log(1 − N).

At p = 0 the bound N < 1 fails if m = 0: then N = 1 and the logarithm diverges. The point itself lies outside the range of integration, and near it the factor p in the measure outweighs the logarithm: p log(1 − N) tends to 0 as p → 0. The massless case therefore needs no separate assumption.

```lean
/-- For `f > 0` and `p > 0` the occupation lies strictly between zero and one. -/
theorem occupation_mem_Ioo (m : ℝ) {f p : ℝ} (hf : 0 < f) (hp : 0 < p) :
    occupation m f p ∈ Ioo (0 : ℝ) 1 :=
  ⟨Real.exp_pos _, Real.exp_lt_one_iff.mpr (neg_lt_zero.mpr (by positivity))⟩
```

## Positive field strength: the Gaussian integrals converge

The condition f > 0 means that a field is present and that f counts its magnitude. Differentiating N gives

dN/dp = −(2πp/f) N,

and therefore, for n = 0, 1, 2, …,

d/dp [ −(f/(n+1)) N^(n+1) ] = 2πp N^(n+1).

The bracket tends to 0 as p → ∞, since f > 0. At p = 0 it equals −(f/(n+1)) exp(−(n+1)πm²/f). Subtracting the two limits,

∫₀^∞ 2πp N^(n+1) dp = f exp(−(n+1)πm²/f)/(n+1).

With n = 0 this is the pair number, f exp(−πm²/f).

For negative f the exponent changes sign, N exceeds one and the pair-number integral diverges. As f falls to zero both quantities vanish, so the strict inequality between them has no extension to zero field.

In the proof, `hd` is the derivative just computed, `hpos` says that the integrand is nonnegative, and `hlim` is the limit at infinity. Together they give integrability and the value of the integral.

```lean
/-- For `f > 0`, every positive power of the occupation is integrable over the transverse
plane, and its integral is a Gaussian one with a closed form. -/
theorem integral_occupation_pow (m : ℝ) {f : ℝ} (hf : 0 < f) (n : ℕ) :
    IntegrableOn (fun p => 2 * π * p * occupation m f p ^ (n + 1)) (Ioi 0) ∧
    ∫ p in Ioi (0 : ℝ), 2 * π * p * occupation m f p ^ (n + 1) =
      f * Real.exp (-(((n : ℝ) + 1) * (π * m ^ 2 / f))) / ((n : ℝ) + 1) := by
  -- an explicit antiderivative
  have hd : ∀ x ∈ Ici (0 : ℝ), HasDerivAt
      (fun p => -(f / ((n : ℝ) + 1)) * occupation m f p ^ (n + 1))
      (2 * π * x * occupation m f x ^ (n + 1)) x := by
    intro x _
    have h1 : HasDerivAt (fun p : ℝ => -(π * (m ^ 2 + p ^ 2) / f)) (-(π * (2 * x) / f)) x :=
      ((((hasDerivAt_pow 2 x).const_add (m ^ 2)).const_mul π).div_const f).fun_neg.congr_deriv
        (by simp)
    have h2 : HasDerivAt (occupation m f) (occupation m f x * (-(π * (2 * x) / f))) x := h1.exp
    refine ((h2.fun_pow (n + 1)).const_mul (-(f / ((n : ℝ) + 1)))).congr_deriv ?_
    have ha : f / ((n : ℝ) + 1) * ((n : ℝ) + 1) = f := div_mul_cancel₀ _ (by positivity)
    have hb : π * (2 * x) / f * f = π * (2 * x) := div_mul_cancel₀ _ hf.ne'
    simp only [Nat.add_sub_cancel, Nat.cast_add, Nat.cast_one]
    linear_combination (π * (2 * x) / f * occupation m f x ^ (n + 1)) * ha +
      occupation m f x ^ (n + 1) * hb
  have hpos : ∀ x ∈ Ioi (0 : ℝ), 0 ≤ 2 * π * x * occupation m f x ^ (n + 1) := by
    intro x hx
    have hx' : 0 < x := hx
    have hN := (occupation_mem_Ioo m hf hx').1
    positivity
  -- the antiderivative vanishes at infinite momentum
  have hlim : Tendsto (fun p => -(f / ((n : ℝ) + 1)) * occupation m f p ^ (n + 1))
      atTop (𝓝 0) := by
    have h1 : Tendsto (fun p : ℝ => π * (m ^ 2 + p ^ 2) / f) atTop atTop :=
      ((tendsto_atTop_add_const_left _ (m ^ 2)
        (tendsto_pow_atTop two_ne_zero)).const_mul_atTop Real.pi_pos).atTop_div_const hf
    have h2 : Tendsto (occupation m f) atTop (𝓝 0) :=
      Real.tendsto_exp_atBot.comp (tendsto_neg_atTop_atBot.comp h1)
    have h3 := (h2.pow (n + 1)).const_mul (-(f / ((n : ℝ) + 1)))
    rw [zero_pow (Nat.succ_ne_zero n), mul_zero] at h3
    exact h3
  refine ⟨integrableOn_Ioi_deriv_of_nonneg' hd hpos hlim, ?_⟩
  have h0 : occupation m f 0 ^ (n + 1) =
      Real.exp (-(((n : ℝ) + 1) * (π * m ^ 2 / f))) := by
    rw [occupation, ← Real.exp_nat_mul]
    congr 1
    push_cast
    ring
  rw [integral_Ioi_of_hasDerivAt_of_nonneg' hd hpos hlim]
  simp only [h0]
  ring
```

## From N < 1 to Schwinger's series

For 0 < N < 1 the logarithm expands as

−log(1 − N) = Σₙ N^(n+1)/(n+1), n = 0, 1, 2, ….

Multiplying by 2πp and integrating term by term gives

vacuum decay = Σₙ f exp(−(n+1)πm²/f)/(n+1)².

One factor 1/(n+1) comes from the logarithm and the other from the Gaussian integral. All terms are nonnegative, so sum and integral may be exchanged once the series of integrals is known to converge. It does, because

f exp(−(n+1)πm²/f)/(n+1)² ≤ f exp(−πm²/f) · 1/(n+1)²,

and the inverse squares sum to π²/6. The next two lemmas supply this sum and this bound.

```lean
/-- The inverse squares of the positive integers sum to `π² / 6`. -/
theorem hasSum_inverse_squares :
    HasSum (fun n : ℕ => 1 / ((n : ℝ) + 1) ^ 2) (π ^ 2 / 6) := by
  have h := (hasSum_nat_add_iff' 1).mpr hasSum_zeta_two
  simpa using h

/-- For `f > 0`, each term of Schwinger's series is at most the first term divided by the
square of its number. -/
theorem schwingerTerm_le (m : ℝ) {f : ℝ} (hf : 0 < f) (n : ℕ) :
    schwingerTerm m f n ≤ f * Real.exp (-(π * m ^ 2 / f)) * (1 / ((n : ℝ) + 1) ^ 2) := by
  have ha : 0 ≤ π * m ^ 2 / f := by positivity
  have he : Real.exp (-(((n : ℝ) + 1) * (π * m ^ 2 / f))) ≤ Real.exp (-(π * m ^ 2 / f)) :=
    Real.exp_le_exp.mpr (by nlinarith [mul_nonneg (Nat.cast_nonneg (α := ℝ) n) ha])
  rw [schwingerTerm, mul_one_div]
  gcongr
```

The theorem `hasSum_vacuumDecay` assembles the argument. Its step `hs` is the convergence by comparison, `hval` integrates each term, and `hnorm` observes that absolute values change nothing. The step `hlog` expands the logarithm, using `occupation_mem_Ioo`. The exchange is then Mathlib's theorem for series whose integrated norms are summable.

```lean
/-- For `f > 0`, Schwinger's series converges to the vacuum decay integral. -/
theorem hasSum_vacuumDecay (m : ℝ) {f : ℝ} (hf : 0 < f) :
    HasSum (schwingerTerm m f) (vacuumDecay m f) := by
  have hs : Summable (schwingerTerm m f) :=
    Summable.of_nonneg_of_le (fun n => by unfold schwingerTerm; positivity)
      (schwingerTerm_le m hf) (hasSum_inverse_squares.summable.mul_left _)
  have hval : ∀ n : ℕ, ∫ p in Ioi (0 : ℝ),
      2 * π * p * occupation m f p ^ (n + 1) / ((n : ℝ) + 1) = schwingerTerm m f n := by
    intro n
    rw [integral_div, (integral_occupation_pow m hf n).2, schwingerTerm, div_div, ← sq]
  have hnorm : ∀ n : ℕ, ∫ p in Ioi (0 : ℝ),
      ‖2 * π * p * occupation m f p ^ (n + 1) / ((n : ℝ) + 1)‖ = schwingerTerm m f n := by
    intro n
    rw [← hval n]
    refine setIntegral_congr_fun measurableSet_Ioi (fun p hp => Real.norm_of_nonneg ?_)
    have hp' : 0 < p := hp
    have hN := (occupation_mem_Ioo m hf hp').1
    positivity
  -- expand the logarithm in powers of the occupation
  have hlog : ∫ p in Ioi (0 : ℝ),
      ∑' n : ℕ, 2 * π * p * occupation m f p ^ (n + 1) / ((n : ℝ) + 1) = vacuumDecay m f := by
    refine setIntegral_congr_fun measurableSet_Ioi (fun p hp => ?_)
    have hN := occupation_mem_Ioo m hf hp
    have h := (Real.hasSum_pow_div_log_of_abs_lt_one
      (abs_lt.mpr ⟨by linarith [hN.1], hN.2⟩)).mul_left (2 * π * p)
    simpa only [mul_div_assoc] using h.tsum_eq
  -- exchange sum and integral
  have h := hasSum_integral_of_summable_integral_norm (μ := volume.restrict (Ioi (0 : ℝ)))
    (F := fun (n : ℕ) (p : ℝ) => 2 * π * p * occupation m f p ^ (n + 1) / ((n : ℝ) + 1))
    (fun n => (integral_occupation_pow m hf n).1.div_const _)
    (by simp only [hnorm]; exact hs)
  simp only [hval] at h
  rw [hlog] at h
  exact h
```

The main theorem holds for every real m and every f > 0. It has three parts: the pair number equals f exp(−πm²/f); the series converges with sum `vacuumDecay m f`, which is the meaning of `HasSum`; and the pair number is strictly smaller than the vacuum decay.

For the strict inequality, the term n = 0 is the pair number itself, the term n = 1 is f exp(−2πm²/f)/4 > 0, and the rest are nonnegative. In Lean, `sum_le_hasSum` bounds the first two terms by the full sum.

The logarithm carries the assumption of Fermi statistics. For bosons the corresponding integrand contains log(1 + N), which is less than N, and the inequality would point the other way.

```lean
/-- For `f > 0`, the pair number is `f exp (-π m² / f)`, the vacuum decay is the sum of
Schwinger's series, and the vacuum decay is strictly larger than the pair number. -/
theorem pairNumber_and_vacuumDecay (m : ℝ) {f : ℝ} (hf : 0 < f) :
    pairNumber m f = f * Real.exp (-(π * m ^ 2 / f)) ∧
    HasSum (fun n : ℕ => f * Real.exp (-(((n : ℝ) + 1) * (π * m ^ 2 / f))) / ((n : ℝ) + 1) ^ 2)
      (vacuumDecay m f) ∧
    pairNumber m f < vacuumDecay m f := by
  have hp : pairNumber m f = f * Real.exp (-(π * m ^ 2 / f)) := by
    simpa [pairNumber] using (integral_occupation_pow m hf 0).2
  refine ⟨hp, hasSum_vacuumDecay m hf, ?_⟩
  -- the first term is the pair number, the second is positive
  have h := sum_le_hasSum (Finset.range 2)
    (fun n _ => by unfold schwingerTerm; positivity) (hasSum_vacuumDecay m hf)
  have h0 : schwingerTerm m f 0 = pairNumber m f := by
    rw [hp]
    simp [schwingerTerm]
  have h1 : 0 < schwingerTerm m f 1 := by unfold schwingerTerm; positivity
  rw [Finset.sum_range_succ, Finset.sum_range_one, h0] at h
  linarith
```

Both integrands are integrable. For the pair number this was shown with the Gaussian integral. For the decay the proof argues by contradiction: Lean assigns the value zero to the integral of a non-integrable function, but the decay integral exceeds a positive pair number.

```lean
/-- For `f > 0`, the integrands of the pair number and of the vacuum decay are integrable. -/
theorem integrable_integrands (m : ℝ) {f : ℝ} (hf : 0 < f) :
    IntegrableOn (fun p => 2 * π * p * occupation m f p) (Ioi 0) ∧
    IntegrableOn (fun p => 2 * π * p * (-Real.log (1 - occupation m f p))) (Ioi 0) := by
  refine ⟨by simpa using (integral_occupation_pow m hf 0).1, ?_⟩
  -- a non-integrable function would have integral zero in Lean
  by_contra hni
  have hz : vacuumDecay m f = 0 := integral_undef hni
  obtain ⟨hp, -, hlt⟩ := pairNumber_and_vacuumDecay m hf
  have hpos : 0 < f * Real.exp (-(π * m ^ 2 / f)) := by positivity
  linarith
```

## Nonzero mass: a strict upper bound

The results so far allow m = 0, and only m² enters. Summing the termwise bound gives

vacuum decay ≤ (π²/6) · pair number.

If m ≠ 0, the exponential in the term n = 1 is strictly smaller than exp(−πm²/f), so the inequality is strict. The proof passes exactly this index to `hasSum_lt`.

```lean
/-- For `f > 0` and nonzero mass, the vacuum decay is strictly less than `π² / 6` times the
pair number. -/
theorem vacuumDecay_lt {m f : ℝ} (hm : m ≠ 0) (hf : 0 < f) :
    vacuumDecay m f < π ^ 2 / 6 * pairNumber m f := by
  rw [(pairNumber_and_vacuumDecay m hf).1, mul_comm]
  refine hasSum_lt (i := 1) (schwingerTerm_le m hf) ?_ (hasSum_vacuumDecay m hf)
    (hasSum_inverse_squares.mul_left _)
  have ha : 0 < π * m ^ 2 / f := by positivity
  have he : Real.exp (-((((1 : ℕ) : ℝ) + 1) * (π * m ^ 2 / f))) <
      Real.exp (-(π * m ^ 2 / f)) :=
    Real.exp_lt_exp.mpr (by push_cast; linarith)
  rw [schwingerTerm, mul_one_div]
  gcongr
```

Without the condition m ≠ 0 the strict bound fails. At m = 0 every exponential equals one, the series is f times the sum of inverse squares, and the two sides agree. Lean concludes this from the uniqueness of the sum of a series.

```lean
/-- For `f > 0` and zero mass, the vacuum decay equals `π² / 6` times the pair number. -/
theorem vacuumDecay_massless {f : ℝ} (hf : 0 < f) :
    vacuumDecay 0 f = π ^ 2 / 6 * pairNumber 0 f := by
  rw [(pairNumber_and_vacuumDecay 0 hf).1, mul_comm]
  refine (hasSum_vacuumDecay 0 hf).unique ?_
  have h := hasSum_inverse_squares.mul_left (f * Real.exp (-(π * 0 ^ 2 / f)))
  -- without mass all exponentials equal one
  have e : schwingerTerm 0 f =
      fun n : ℕ => f * Real.exp (-(π * 0 ^ 2 / f)) * (1 / ((n : ℝ) + 1) ^ 2) := by
    funext n
    simp [schwingerTerm, div_eq_mul_inv]
  rw [e]
  exact h

end

end SchwingerPairCreation
```

```lean
#print axioms SchwingerPairCreation.pairNumber_and_vacuumDecay
#print axioms SchwingerPairCreation.integrable_integrands
#print axioms SchwingerPairCreation.vacuumDecay_lt
#print axioms SchwingerPairCreation.vacuumDecay_massless
```

```
'SchwingerPairCreation.pairNumber_and_vacuumDecay' depends on axioms: [propext, Classical.choice, Quot.sound]
'SchwingerPairCreation.integrable_integrands' depends on axioms: [propext, Classical.choice, Quot.sound]
'SchwingerPairCreation.vacuumDecay_lt' depends on axioms: [propext, Classical.choice, Quot.sound]
'SchwingerPairCreation.vacuumDecay_massless' depends on axioms: [propext, Classical.choice, Quot.sound]
```

## An instance with exp(−πm²/f) = 1/2

Take f = 1 and πm² = log 2. The pair number is 1/2, and the series for the vacuum decay is

1/2 + 1/16 + 1/72 + 1/256 + ….

These four terms add up to about 0.5803. The remaining ones have denominators (n+1)² ≥ 25, so together they are less than (1/25)(1/32 + 1/64 + …) = 1/400 = 0.0025. The vacuum decay thus lies between 0.580 and 0.583, about 16 per cent above the pair number and well below the upper bound π²/12 ≈ 0.822.

## Integrating over the plane itself

The momentum could have been modelled as a vector in a two-dimensional Euclidean space, with both integrals taken over that space. The measure 2πp dp would then follow from a change to polar coordinates, where here it is part of the definitions. The values would be the same. The proof would gain a step for the angular integral, and the definitions would show directly that the two components of transverse momentum are being summed over.
